# Adding a fragment contained in one already present leaves the inclusion-exclusion energy unchanged

Take a chain of five chemical groups, numbered 1 to 5, and build one fragment around each group from the group itself and its neighbours. The fragments are {1,2}, {1,2,3}, {2,3,4}, {3,4,5} and {4,5}. They overlap, so the sum of their energies counts every group more than once, and the inclusion-exclusion formula corrects for this with the energies of the overlaps. The two end fragments lie inside their neighbours. Five fragments give 31 signed terms and three give 7, which raises the question whether the end fragments can be deleted from the list before anything is computed.

They can, provided that the energy $E$ is a function of the atom set alone: the same set of atoms must receive the same energy wherever it appears in the formula.

## Cancellation in pairs

Let $F_i$ be atom sets labelled by indices $i$, and let $s$ be a finite set of indices, the selection of fragments in use. Its inclusion-exclusion energy is

$$E_s=\sum_{\emptyset\neq I\subseteq s}(-1)^{|I|+1}\,E\Big(\bigcap_{i\in I}F_i\Big).$$

Add a new index $a\notin s$. The nonempty subsets of $s\cup\{a\}$ are the nonempty subsets of $s$, which reproduce $E_s$, and the sets $I\cup\{a\}$ with $I\subseteq s$, where $I$ may be empty. The latter have sign $(-1)^{|I|+2}=(-1)^{|I|}$. Hence

$$E_{s\cup\{a\}}=E_s+O_s(F_a),\qquad O_s(X)=\sum_{I\subseteq s}(-1)^{|I|}\,E\Big(X\cap\bigcap_{i\in I}F_i\Big),$$

where $X$ is any atom set and the term $I=\emptyset$ is $E(X)$.

Now suppose $X\subseteq F_j$ for some $j\in s$. Group the subsets of $s$ into pairs $I$, $I\cup\{j\}$ with $j\notin I$. Since $X\cap F_j=X$, both members of a pair give the same atom set, and their signs are opposite:

$$(-1)^{|I|}E\Big(X\cap\bigcap_{i\in I}F_i\Big)+(-1)^{|I|+1}E\Big(X\cap F_j\cap\bigcap_{i\in I}F_i\Big)=0.$$

So $O_s(X)=0$. With $X=F_a$ this gives $E_{s\cup\{a\}}=E_s$. If $a$ was already in $s$, there is nothing to show.

To delete several fragments at once, let $t\subseteq s$ be the selection to be kept, and suppose every fragment of $s$ is contained in some fragment of $t$. Start from $t$ and put the members of $s$ back one at a time. Each is contained in a fragment of $t$, which is still present, so no step changes the energy, and $E_s=E_t$. In the chain, with $E(123)$ short for $E(\{1,2,3\})$ and likewise for the other sets, keeping the three middle fragments leaves

$$E(123)+E(234)+E(345)-E(23)-E(34),$$

because the remaining two terms, $-E(3)$ and $+E(3)$, cancel.

Containment is also necessary if the energy is to be unchanged for every $E$. Suppose $X$ lies in no $F_j$ with $j\in s$, and let $E(S)=1$ if $X\subseteq S$ and $E(S)=0$ otherwise. For nonempty $I$, choose $i\in I$. If $X$ were contained in $X\cap\bigcap_{i'\in I}F_{i'}$, it would be contained in $F_i$, which is excluded, so the term is zero. Only $I=\emptyset$ remains, and $O_s(X)=1$.

## Atom sets, selections and energies in Lean

The type `α` holds the atoms, `ι` the fragment labels, and `A` the energy values. Only addition and subtraction of energies are used, so `A` is any abelian group: the real numbers, for instance, or vectors in one fixed space.

```lean
import Mathlib

open Finset

namespace RedundantFragments

variable {ι α A : Type*} [AddCommGroup A]
```

A fragment is a `Set α`, the family is a function `F : ι → Set α`, and a selection is a `Finset ι`. The energy `E : Set α → A` is arbitrary. In particular, no value is prescribed for the empty atom set, which appears as soon as two selected fragments are disjoint. The filter in `ieEnergy` removes the empty index set, whose intersection would be the set of all atoms.

```lean
/-- The inclusion-exclusion energy of the fragments `F i`, `i ∈ s`: the signed sum of the
energies of all intersections of one or more fragments. -/
def ieEnergy (E : Set α → A) (F : ι → Set α) (s : Finset ι) : A :=
  ∑ I ∈ s.powerset.filter (fun I => I.Nonempty),
    ((-1 : ℤ) ^ (I.card + 1)) • E (⋂ i ∈ I, F i)
```

`overlapSum` is $O_s(X)$. Here the empty index set is kept, and its intersection with `X` is `X` itself.

```lean
/-- The alternating sum of the energies of the overlaps of an atom set `X` with the
fragments `F i`, `i ∈ s`, starting with the energy of `X` itself. -/
def overlapSum (E : Set α → A) (F : ι → Set α) (X : Set α) (s : Finset ι) : A :=
  ∑ I ∈ s.powerset, ((-1 : ℤ) ^ I.card) • E (X ∩ ⋂ i ∈ I, F i)
```

Because fragments carry labels, two labels may name the same atom set, and the theorems cover such repetitions. Another model would take the selection to be a finite set of atom sets, without labels. Repeated fragments would then merge automatically, and a list containing repeats would have to be reduced to distinct fragments before the theorem applied to it.

That `E` sees nothing but the atom set is a physical assumption. It fails if the energy of an overlap also depends on the fragments it came from, for instance through capping atoms or embedding charges chosen separately for each fragment. The two terms of a pair may then differ, and the cancellation is lost.

## A test energy that detects fragments not contained in another

`probe X` is the zero-or-one function used for the converse.

```lean
open Classical in
/-- The model energy function that is one on atom sets containing `X` and zero on all others. -/
noncomputable def probe (X S : Set α) : ℤ := if X ⊆ S then 1 else 0
```

The next theorem evaluates its overlap sum. `Finset.sum_eq_single ∅` reduces the sum to the term of the empty index set. The first goal computes that term, and the second shows that every other term vanishes, by picking an index `i` in `I` as above.

```lean
/-- If `X` lies in none of the fragments, its overlap sum for the model energy `probe X`
equals one. -/
theorem overlapSum_probe (F : ι → Set α) (X : Set α) (s : Finset ι)
    (h : ∀ j ∈ s, ¬ X ⊆ F j) : overlapSum (probe X) F X s = 1 := by
  unfold overlapSum
  -- only the term without any partner fragment survives
  rw [Finset.sum_eq_single ∅]
  · simp [probe]
  · intro I hI hne
    obtain ⟨i, hi⟩ := Finset.nonempty_iff_ne_empty.mpr hne
    have hX : ¬ X ⊆ X ∩ ⋂ i ∈ I, F i := fun hs =>
      h i (Finset.mem_powerset.mp hI hi)
        (fun x hx => Set.mem_iInter₂.mp (hs hx).2 i hi)
    simp only [probe, if_neg hX, smul_zero]
  · intro h0
    exact absurd (Finset.empty_mem_powerset s) h0
```

## The change caused by one more fragment

`ieEnergy_insert` is the formula $E_{s\cup\{a\}}=E_s+O_s(F_a)$ for a new label. `Finset.sum_powerset_insert` splits the subsets of `insert a s` into those without and those with `a`. The first part agrees with the old energy, and the remaining lines compare the second part with the overlap sum term by term, including the sign.

```lean
variable [DecidableEq ι]

/-- Adding a new fragment changes the inclusion-exclusion energy by the overlap sum of that
fragment with the fragments already present. -/
theorem ieEnergy_insert (E : Set α → A) (F : ι → Set α) {s : Finset ι} {a : ι}
    (ha : a ∉ s) :
    ieEnergy E F (insert a s) = ieEnergy E F s + overlapSum E F (F a) s := by
  unfold ieEnergy overlapSum
  -- split the index sets into those without and those with the new fragment
  rw [Finset.sum_filter, Finset.sum_filter, Finset.sum_powerset_insert ha]
  congr 1
  refine Finset.sum_congr rfl fun I hI => ?_
  have haI : a ∉ I := fun h => ha (Finset.mem_powerset.mp hI h)
  rw [if_pos (Finset.insert_nonempty a I), Finset.card_insert_of_notMem haI,
    Finset.set_biInter_insert, pow_succ, pow_succ]
  simp only [mul_neg, mul_one, neg_neg]
```

The pairing argument follows. The selection is written as `j` inserted into `s.erase j`, so the same splitting lemma produces the pairs $I$, $I\cup\{j\}$. `Set.inter_eq_left.mpr hX` is the identity $X\cap F_j=X$, after which each pair adds up to zero.

```lean
/-- The overlap sum of an atom set contained in one of the fragments vanishes. -/
theorem overlapSum_eq_zero (E : Set α → A) (F : ι → Set α) {X : Set α} {s : Finset ι}
    {j : ι} (hj : j ∈ s) (hX : X ⊆ F j) : overlapSum E F X s = 0 := by
  rw [← Finset.insert_erase hj]
  unfold overlapSum
  -- pair each index set `I` without `j` with `insert j I`
  rw [Finset.sum_powerset_insert (Finset.notMem_erase j s), ← Finset.sum_add_distrib]
  refine Finset.sum_eq_zero fun I hI => ?_
  have hjI : j ∉ I := fun h => Finset.notMem_erase j s (Finset.mem_powerset.mp hI h)
  -- intersecting with `F j` changes nothing, so the two terms cancel
  rw [Finset.card_insert_of_notMem hjI, Finset.set_biInter_insert, ← Set.inter_assoc,
    Set.inter_eq_left.mpr hX, pow_succ]
  simp only [mul_neg, mul_one, neg_zsmul, add_neg_cancel]
```

The main theorem combines the two. Its hypothesis `hj : j ∈ s` makes the original selection nonempty, and `haj` is the containment. The case distinction treats a label that is already in the selection.

```lean
/-- Appending a fragment contained in one already present leaves the inclusion-exclusion
energy unchanged, for every energy function with values in an abelian group. -/
theorem ieEnergy_insert_redundant (E : Set α → A) (F : ι → Set α) {s : Finset ι}
    {a j : ι} (hj : j ∈ s) (haj : F a ⊆ F j) :
    ieEnergy E F (insert a s) = ieEnergy E F s := by
  by_cases ha : a ∈ s
  · rw [Finset.insert_eq_of_mem ha]
  · rw [ieEnergy_insert E F ha, overlapSum_eq_zero E F hj haj, add_zero]
```

## Deleting many fragments at once

In the next theorem `s` is the full selection and `t` the part that is kept. The hypothesis asks for a containing fragment in `t`, not merely for one under another label of `s`. This matters for repeated fragments: each of two identical copies is redundant as long as the other is present, but deleting both may change the energy. The induction on `u` puts the fragments back one at a time.

```lean
/-- A selection `s` of fragments may be reduced to a smaller selection `t` without changing the
energy, provided every fragment of `s` is contained in a fragment of `t`. -/
theorem ieEnergy_delete_redundant (E : Set α → A) (F : ι → Set α) {s t : Finset ι}
    (hts : t ⊆ s) (h : ∀ i ∈ s, ∃ j ∈ t, F i ⊆ F j) :
    ieEnergy E F s = ieEnergy E F t := by
  -- put the fragments back one at a time
  have key : ∀ u : Finset ι, (∀ i ∈ u, ∃ j ∈ t, F i ⊆ F j) →
      ieEnergy E F (t ∪ u) = ieEnergy E F t := by
    intro u
    induction u using Finset.induction_on with
    | empty => intro _; rw [Finset.union_empty]
    | insert a u _ ih =>
      intro hu
      obtain ⟨j, hj, haj⟩ := hu a (Finset.mem_insert_self a u)
      rw [Finset.union_insert,
        ieEnergy_insert_redundant E F (Finset.mem_union_left u hj) haj]
      exact ih fun i hi => hu i (Finset.mem_insert_of_mem hi)
  have hs := key s h
  rwa [Finset.union_eq_right.mpr hts] at hs
```

For fragment-based electronic structure calculations with a finite selection and an energy that depends only on the atom set, this justifies removing contained fragments before the overlaps are listed. It does not say how close the inclusion-exclusion energy is to the energy of the whole system.

Two selections need not be nested to agree. If each fragment of either one is contained in a fragment of the other, both have the energy of the combined selection `s ∪ t`, and therefore equal energies.

```lean
/-- Two selections of fragments have the same energy if each fragment of either selection is
contained in a fragment of the other. -/
theorem ieEnergy_eq_of_mutual_cover (E : Set α → A) (F : ι → Set α) {s t : Finset ι}
    (hst : ∀ i ∈ s, ∃ j ∈ t, F i ⊆ F j) (hts : ∀ i ∈ t, ∃ j ∈ s, F i ⊆ F j) :
    ieEnergy E F s = ieEnergy E F t := by
  -- both agree with the energy of the combined selection
  have h1 : ieEnergy E F (s ∪ t) = ieEnergy E F s :=
    ieEnergy_delete_redundant E F Finset.subset_union_left fun i hi =>
      (Finset.mem_union.mp hi).elim (fun h => ⟨i, h, subset_rfl⟩) (hts i)
  have h2 : ieEnergy E F (s ∪ t) = ieEnergy E F t :=
    ieEnergy_delete_redundant E F Finset.subset_union_right fun i hi =>
      (Finset.mem_union.mp hi).elim (hst i) (fun h => ⟨i, h, subset_rfl⟩)
  exact h1.symm.trans h2
```

If one selected fragment contains all the others, everything else can be deleted, and the energy is that of the single fragment. The proof reduces the selection to `{j}` and evaluates this case by adding `j` to the empty selection, whose energy is zero.

```lean
/-- If one fragment contains all the others, the inclusion-exclusion energy is the energy of
that fragment. -/
theorem ieEnergy_of_largest (E : Set α → A) (F : ι → Set α) {s : Finset ι} {j : ι}
    (hj : j ∈ s) (h : ∀ i ∈ s, F i ⊆ F j) : ieEnergy E F s = E (F j) := by
  rw [ieEnergy_delete_redundant E F (Finset.singleton_subset_iff.mpr hj)
    fun i hi => ⟨j, Finset.mem_singleton_self j, h i hi⟩]
  have h1 := ieEnergy_insert E F (Finset.notMem_empty j)
  rw [insert_empty_eq] at h1
  -- an empty selection has no nonempty index sets, hence no energy
  have h0 : ieEnergy E F ∅ = 0 := by
    unfold ieEnergy
    refine Finset.sum_eq_zero fun I hI => ?_
    obtain ⟨hI1, hI2⟩ := Finset.mem_filter.mp hI
    have hI3 : I = ∅ := Finset.subset_empty.mp (Finset.mem_powerset.mp hI1)
    exact absurd hI3 (Finset.nonempty_iff_ne_empty.mp hI2)
  rw [h1, h0, zero_add]
  simp [overlapSum]
```

## Containment as the exact criterion

The last theorem concerns a new label `a` and integer-valued energies. From right to left it is the main theorem. From left to right, if `F a` lay in no selected fragment, `probe (F a)` would change the energy by one, contradicting the assumed invariance.

The quantifier over all `E` is essential to this equivalence. For one particular energy function, a fragment that is not contained in any other may still contribute nothing, as it does when `E` is identically zero. The criterion also holds for an empty selection: no fragment is present to contain the new one, and the test energy changes from zero to one.

```lean
/-- A new fragment leaves the energy unchanged for every integer-valued energy function exactly
when it is contained in a fragment already present. -/
theorem redundant_iff (F : ι → Set α) {s : Finset ι} {a : ι} (ha : a ∉ s) :
    (∀ E : Set α → ℤ, ieEnergy E F (insert a s) = ieEnergy E F s) ↔
      ∃ j ∈ s, F a ⊆ F j := by
  constructor
  · intro h
    by_contra hne
    -- the model energy `probe (F a)` detects a fragment that is not redundant
    have h1 := h (probe (F a))
    have h2 := overlapSum_probe F (F a) s fun j hj hs => hne ⟨j, hj, hs⟩
    rw [ieEnergy_insert _ F ha, h2] at h1
    linarith
  · rintro ⟨j, hj, haj⟩ E
    exact ieEnergy_insert_redundant E F hj haj

end RedundantFragments
```

```lean
#print axioms RedundantFragments.ieEnergy_insert_redundant
-- 'RedundantFragments.ieEnergy_insert_redundant' depends on axioms: [propext, Classical.choice, Quot.sound]
#print axioms RedundantFragments.ieEnergy_eq_of_mutual_cover
-- 'RedundantFragments.ieEnergy_eq_of_mutual_cover' depends on axioms: [propext, Classical.choice, Quot.sound]
#print axioms RedundantFragments.ieEnergy_of_largest
-- 'RedundantFragments.ieEnergy_of_largest' depends on axioms: [propext, Classical.choice, Quot.sound]
#print axioms RedundantFragments.redundant_iff
-- 'RedundantFragments.redundant_iff' depends on axioms: [propext, Classical.choice, Quot.sound]
```
